# Ordering of K-alpha spectator shifts under a positive semidefinite hole interaction

Suppose that all 1s holes of an ion share one fixed density and all 2p holes another, and that the ion's energy is a sum of single-hole energies and of pair energies given by a symmetric positive semidefinite kernel. Then a spectator hole in 1s shifts the K-alpha line upward by at least as much as a spectator hole in 2p does. The shifts are signed, and either may be negative.

## From hole energies to the inequality

Let $p$ and $q$ be the real densities of a 1s and a 2p hole on a finite grid, and $W$ the interaction kernel. Write $U=\langle p,Wp\rangle$, $V=\langle p,Wq\rangle$, $T=\langle q,Wq\rangle$. With single-hole energies $a$ and $b$, an ion with $m$ holes in 1s and $n$ in 2p has energy

$$E(m,n)=am+bn+U\tfrac{m(m-1)}2+Vmn+T\tfrac{n(n-1)}2 .$$

K-alpha emission turns a 1s hole into a 2p hole. With $m$ and $n$ now counting spectators, the photon energy is $K(m,n)=E(m+1,n)-E(m,n+1)$. Adding one hole to $E(m,n)$ costs $a+Um+Vn$ in 1s and $b+Vm+Tn$ in 2p, so

$$K(m,n)=a-b+m(U-V)+n(V-T).$$

The hypersatellite shift is therefore $K(1,0)-K(0,0)=U-V$, and the satellite shift is $K(0,1)-K(0,0)=V-T$. Symmetry of $W$ gives $\langle q,Wp\rangle=V$, hence

$$(U-V)-(V-T)=U-2V+T=\langle p-q,W(p-q)\rangle\ge 0 .$$

Equality holds exactly when $Wp=Wq$. If $Wp=Wq$, the right-hand form vanishes. Conversely, let $x=p-q$ have $\langle x,Wx\rangle=0$, and put $y=Wx$, $s=\langle y,y\rangle$, $c=\langle y,Wy\rangle\ge0$. Since $\langle x,Wy\rangle=s$, positivity at $(c+1)x-sy$ gives

$$0\le -2(c+1)s^2+cs^2=-(c+2)s^2 .$$

Thus $s=0$ and $Wx=0$.

Positivity matters. The symmetric kernel $W=\begin{pmatrix}0&1\\1&0\end{pmatrix}$ with $p=(1,0)$, $q=(0,1)$ has $U=T=0$ and $V=1$. The hypersatellite shift is then $-1$ and the satellite shift $+1$, which reverses the order.

## The ion and its lines in Lean

The grid is a finite type `ι`, and densities are functions `ι → ℝ`. They need be neither normalised nor non-negative. Any quadrature weights are taken positive and absorbed into `W`; each entry of `W *ᵥ p` is then the potential at a grid point times its weight, so zero or equal entries still mean zero or equal potentials.

```lean
import Mathlib

open Matrix

namespace KAlphaSpectatorShifts

noncomputable section

variable {ι : Type*} [Fintype ι]
```

The pair energy is a dot product with a matrix-vector product.

```lean
/-- The interaction energy `⟨f, W g⟩` of two real grid densities under the kernel `W`. -/
def interaction (W : Matrix ι ι ℝ) (f g : ι → ℝ) : ℝ := f ⬝ᵥ (W *ᵥ g)
```

The next definition is $E(m,n)$. The hole numbers are natural numbers, not capped by shell occupancy. Densities and single-hole energies stay fixed as holes are added, so orbital relaxation is absent, as are exchange and multiplet splitting.

```lean
/-- The energy of an ion with `m` holes in 1s (density `p`) and `n` holes in 2p (density `q`):
single-hole energies `a`, `b` plus the interaction of every pair of holes. -/
def holeEnergy (a b : ℝ) (W : Matrix ι ι ℝ) (p q : ι → ℝ) (m n : ℕ) : ℝ :=
  a * m + b * n + interaction W p p * (m * ((m : ℝ) - 1) / 2)
    + interaction W p q * (m * n) + interaction W q q * (n * ((n : ℝ) - 1) / 2)
```

The line energy is initial minus final ion energy, and its arguments count spectators only.

```lean
/-- The K-alpha photon energy when a 1s hole moves to 2p in the presence of `m` spectator
holes in 1s and `n` spectator holes in 2p. -/
def kAlpha (a b : ℝ) (W : Matrix ι ι ℝ) (p q : ι → ℝ) (m n : ℕ) : ℝ :=
  holeEnergy a b W p q (m + 1) n - holeEnergy a b W p q m (n + 1)
```

Both shifts are measured from the line without spectators.

```lean
/-- The shift of the K-alpha line caused by one spectator hole in 1s. -/
def hypersatelliteShift (a b : ℝ) (W : Matrix ι ι ℝ) (p q : ι → ℝ) : ℝ :=
  kAlpha a b W p q 1 0 - kAlpha a b W p q 0 0

/-- The shift of the K-alpha line caused by one spectator hole in 2p. -/
def satelliteShift (a b : ℝ) (W : Matrix ι ι ℝ) (p q : ι → ℝ) : ℝ :=
  kAlpha a b W p q 0 1 - kAlpha a b W p q 0 0
```

## Line energies and the exchange of a spectator

The linear formula for $K(m,n)$ follows by expanding the definitions; `push_cast` carries $m+1$ and $n+1$ into the reals, and `ring` does the algebra. It requires no property of $W$.

```lean
/-- The K-alpha energy is linear in the numbers of 1s and 2p spectator holes. -/
theorem kAlpha_eq (a b : ℝ) (W : Matrix ι ι ℝ) (p q : ι → ℝ) (m n : ℕ) :
    kAlpha a b W p q m n = a - b + m * (interaction W p p - interaction W p q)
      + n * (interaction W p q - interaction W q q) := by
  unfold kAlpha holeEnergy
  push_cast
  ring
```

Specialising it identifies the two shifts.

```lean
/-- The hypersatellite shift is `U - V` and the 2p-spectator satellite shift is `V - T`. -/
theorem shifts_eq (a b : ℝ) (W : Matrix ι ι ℝ) (p q : ι → ℝ) :
    hypersatelliteShift a b W p q = interaction W p p - interaction W p q ∧
    satelliteShift a b W p q = interaction W p q - interaction W q q := by
  constructor
  · rw [hypersatelliteShift, kAlpha_eq, kAlpha_eq]
    push_cast
    ring
  · rw [satelliteShift, kAlpha_eq, kAlpha_eq]
    push_cast
    ring
```

Symmetry enters by moving $W$ from one side of the dot product to the other.

```lean
/-- For a symmetric kernel the interaction energy does not depend on the order of the two
densities. -/
theorem interaction_comm {W : Matrix ι ι ℝ} (hW : W.IsSymm) (f g : ι → ℝ) :
    interaction W f g = interaction W g f := by
  unfold interaction
  rw [Matrix.dotProduct_mulVec f W g, ← Matrix.mulVec_transpose, hW.eq]
  exact dotProduct_comm _ _
```

Expanding the form at $p-q$ then gives $U-2V+T$, with the two cross terms identified by the preceding lemma.

```lean
/-- For a symmetric kernel, the interaction energy of `p - q` with itself is `U - 2V + T`, where
`U`, `V`, `T` are the interaction energies of the pairs `p, p`, `p, q` and `q, q`. -/
theorem interaction_sub_self {W : Matrix ι ι ℝ} (hW : W.IsSymm) (p q : ι → ℝ) :
    interaction W (p - q) (p - q)
      = interaction W p p - 2 * interaction W p q + interaction W q q := by
  have h := interaction_comm hW p q
  simp only [interaction, Matrix.mulVec_sub, sub_dotProduct, dotProduct_sub] at h ⊢
  linarith
```

Exchanging a 2p spectator for a 1s spectator changes the line energy by this same quantity, which is twice the usual electrostatic self-energy of $p-q$, whatever other spectators are present.

```lean
/-- For a symmetric kernel, replacing one 2p spectator hole by a 1s spectator hole changes the
K-alpha energy by the interaction energy of `p - q` with itself, whatever other spectator holes are
present. -/
theorem spectator_exchange {W : Matrix ι ι ℝ} (hW : W.IsSymm) (a b : ℝ) (p q : ι → ℝ)
    (m n : ℕ) :
    kAlpha a b W p q (m + 1) n - kAlpha a b W p q m (n + 1)
      = interaction W (p - q) (p - q) := by
  rw [kAlpha_eq, kAlpha_eq, interaction_sub_self hW]
  push_cast
  ring
```

## The inequality and its equality case

The hypothesis `hpos` says that no real grid distribution has negative self-energy, a property that the Coulomb kernel $1/r$ has in the continuum; for a discretised kernel it is an assumption to be checked. The proof applies the exchange result with no other spectators, and the common reference line cancels.

```lean
/-- For a symmetric positive semidefinite interaction, the K-alpha hypersatellite shift is at
least the 2p-spectator satellite shift. -/
theorem satelliteShift_le_hypersatelliteShift {W : Matrix ι ι ℝ} (hW : W.IsSymm)
    (hpos : ∀ x, 0 ≤ interaction W x x) (a b : ℝ) (p q : ι → ℝ) :
    satelliteShift a b W p q ≤ hypersatelliteShift a b W p q := by
  -- the difference of the shifts is one spectator exchange
  have h := spectator_exchange hW a b p q 0 0
  have h0 := hpos (p - q)
  simp only [zero_add] at h
  unfold satelliteShift hypersatelliteShift
  linarith
```

In this frozen-density, finite-grid model, the inequality $U-2V+T\ge0$ offers a consistency check on direct Coulomb integrals computed from one 1s and one 2p density with the same positive semidefinite kernel.

For the equality case, the next proof names $y$, $s$ and $c$ as above. The auxiliary `hsmul` pulls scalars out of the form, and `nlinarith` rules out $s\ne0$.

```lean
/-- A density with zero self-energy under a symmetric positive semidefinite kernel produces
zero potential at every grid point. -/
theorem potential_eq_zero {W : Matrix ι ι ℝ} (hW : W.IsSymm)
    (hpos : ∀ x, 0 ≤ interaction W x x) {x : ι → ℝ} (hx : interaction W x x = 0) :
    W *ᵥ x = 0 := by
  obtain ⟨y, hy⟩ : ∃ y, y = W *ᵥ x := ⟨_, rfl⟩
  obtain ⟨s, hs⟩ : ∃ s, s = y ⬝ᵥ y := ⟨_, rfl⟩
  obtain ⟨c, hc⟩ : ∃ c, c = interaction W y y := ⟨_, rfl⟩
  have hc0 : 0 ≤ c := hc ▸ hpos y
  have hxy : interaction W x y = s := by
    rw [interaction_comm hW, interaction, ← hy, hs]
  have hsmul : ∀ (k l : ℝ) (f g : ι → ℝ),
      interaction W (k • f) (l • g) = k * l * interaction W f g := by
    intro k l f g
    simp only [interaction, Matrix.mulVec_smul, smul_dotProduct, dotProduct_smul, smul_eq_mul]
    ring
  -- test positivity on a combination of the density and its own potential
  have h := hpos ((c + 1) • x - s • y)
  rw [interaction_sub_self hW, hsmul, hsmul, hsmul, hx, hxy, ← hc] at h
  have hs0 : s = 0 := by
    by_contra hne
    have h2 : 0 < s ^ 2 := by positivity
    nlinarith [mul_nonneg h2.le hc0]
  rw [← hy]
  exact dotProduct_self_eq_zero.mp (hs.symm.trans hs0)
```

Applied to $p-q$, this shows that equal shifts mean equal potentials at every grid point, even if the densities differ.

```lean
/-- For a symmetric positive semidefinite interaction, the two shifts coincide exactly when the 1s
and 2p hole densities produce the same potential on the grid. -/
theorem shifts_eq_iff {W : Matrix ι ι ℝ} (hW : W.IsSymm)
    (hpos : ∀ x, 0 ≤ interaction W x x) (a b : ℝ) (p q : ι → ℝ) :
    satelliteShift a b W p q = hypersatelliteShift a b W p q ↔ W *ᵥ p = W *ᵥ q := by
  have hd := interaction_sub_self hW p q
  rw [(shifts_eq a b W p q).1, (shifts_eq a b W p q).2]
  constructor
  · intro h
    have h0 := potential_eq_zero hW hpos (x := p - q) (by linarith)
    rw [Matrix.mulVec_sub] at h0
    exact sub_eq_zero.mp h0
  · intro h
    have h0 : interaction W (p - q) (p - q) = 0 := by
      rw [interaction, Matrix.mulVec_sub, h, sub_self, dotProduct_zero]
    linarith
```

## Both shifts can be negative

For the kernel below, $U=1$, $V=2$ and $T=5$, so the shifts are $-1$ and $-3$. Its form is $(x_0+2x_1)^2+x_1^2$, which is non-negative. The numbers are chosen for the algebra and do not model an atom; they show that the hypotheses force neither shift to be non-negative.

```lean
/-- On a two-point grid, an explicit symmetric positive semidefinite kernel and two unit
densities give a hypersatellite shift of `-1` and a satellite shift of `-3`. -/
theorem negative_shifts_witness (a b : ℝ) :
    (!![1, 2; 2, 5] : Matrix (Fin 2) (Fin 2) ℝ).IsSymm ∧
    (∀ x, 0 ≤ interaction !![1, 2; 2, 5] x x) ∧
    hypersatelliteShift a b !![1, 2; 2, 5] ![1, 0] ![0, 1] = -1 ∧
    satelliteShift a b !![1, 2; 2, 5] ![1, 0] ![0, 1] = -3 := by
  have hform : ∀ x y : Fin 2 → ℝ, interaction !![1, 2; 2, 5] x y
      = x 0 * (y 0 + 2 * y 1) + x 1 * (2 * y 0 + 5 * y 1) := by
    intro x y
    simp [interaction, Matrix.mulVec, dotProduct, Fin.sum_univ_two]
  refine ⟨?_, ?_, ?_, ?_⟩
  · unfold Matrix.IsSymm
    ext i j
    fin_cases i <;> fin_cases j <;> simp
  · intro x
    rw [hform]
    -- the form is a sum of two squares
    nlinarith [sq_nonneg (x 0 + 2 * x 1), sq_nonneg (x 1)]
  · rw [(shifts_eq _ _ _ _ _).1, hform, hform]
    norm_num
  · rw [(shifts_eq _ _ _ _ _).2, hform, hform]
    norm_num

end

end KAlphaSpectatorShifts
```

```lean
#print axioms KAlphaSpectatorShifts.satelliteShift_le_hypersatelliteShift
#print axioms KAlphaSpectatorShifts.shifts_eq_iff
```

```
'KAlphaSpectatorShifts.satelliteShift_le_hypersatelliteShift' depends on axioms: [propext, Classical.choice, Quot.sound]
'KAlphaSpectatorShifts.shifts_eq_iff' depends on axioms: [propext, Classical.choice, Quot.sound]
```
